# The inner product of two energy-shifted residuals when the eigenvalue equation fails in one row

A trial vector `x` of finitely many complex amplitudes satisfies the eigenvalue equation of a complex matrix `H` at real energy `E` in every row except possibly row `k`, where (H − E)x has the entry `r`. For real shifts `a` and `b`, `defect_inner` states that the real part of the inner product of (H − a)x with (H − b)x is |r|² + ((E − a) + (E − b)) Re(x_k* r) + (E − a)(E − b)‖x‖². `H` need not be Hermitian and `x` need not be normalised; for nonzero `x`, dividing by ‖x‖² gives the value for the normalised vector. The attempt writes each shifted vector as the defect plus a multiple of `x`, expands the inner product, takes real parts and leaves the remaining real algebra to `ring`.

As first written in Lean, the proof fails:

```lean
import Mathlib

open Matrix

namespace DefectInner

noncomputable section

variable {n : Type*} [Fintype n]

/-- The squared norm of a vector of complex amplitudes. -/
def sqNorm (x : n → ℂ) : ℝ := ∑ i, ‖x i‖ ^ 2

/-- The trial solution `x` at energy `E` satisfies every row of the eigenvalue equation
except possibly the matching row `k`, where the residual is `r`. -/
def MatchingDefect [DecidableEq n] (H : Matrix n n ℂ) (E : ℝ) (x : n → ℂ) (k : n) (r : ℂ) :
    Prop :=
  H *ᵥ x - (E : ℂ) • x = Pi.single k r

/-- The inner product of a vector with itself is its squared norm. -/
theorem star_dotProduct_self (x : n → ℂ) : star x ⬝ᵥ x = (sqNorm x : ℂ) := by
  simp [dotProduct, sqNorm, Complex.conj_mul']

variable [DecidableEq n] {H : Matrix n n ℂ} {E : ℝ} {x : n → ℂ} {k : n} {r : ℂ}

/-- For a defect only in row `k`, the inner product of `(H - a)x` and `(H - b)x` has a real part
fixed by `E`, `a`, `b`, `r`, the matching amplitude `x_k` and the norm of `x`. -/
theorem defect_inner (h : MatchingDefect H E x k r) (a b : ℝ) :
    (star (H *ᵥ x - (a : ℂ) • x) ⬝ᵥ (H *ᵥ x - (b : ℂ) • x)).re =
      ‖r‖ ^ 2 + ((E - a) + (E - b)) * (star (x k) * r).re + (E - a) * (E - b) * sqNorm x := by
  have shift : ∀ s : ℝ,
      H *ᵥ x - (s : ℂ) • x = Pi.single k r + ((E - s : ℝ) : ℂ) • x := by
    intro s
    rw [← h]
    push_cast
    module
  have s1 : ∀ w : n → ℂ, star (Pi.single k r : n → ℂ) ⬝ᵥ w = star r * w k := by
    intro w
    rw [Matrix.star_dotProduct, dotProduct_single]
    simp [mul_comm]
  rw [shift a, shift b]
  simp only [star_add, star_smul, add_dotProduct, dotProduct_add, smul_dotProduct,
    dotProduct_smul, s1, dotProduct_single, star_dotProduct_self, Pi.single_eq_same,
    Pi.add_apply, Pi.smul_apply, smul_eq_mul, Pi.star_apply, Complex.star_def,
    Complex.conj_ofReal]
  simp only [Complex.add_re, Complex.mul_re, Complex.mul_im, Complex.conj_re, Complex.conj_im,
    Complex.ofReal_re, Complex.ofReal_im, Complex.sq_norm, Complex.normSq_apply]
  ring

end

end DefectInner
```

Messages:

```
Try this:
  [apply] ring_nf
  
  The `ring` tactic failed to close the goal. Use `ring_nf` to obtain a normal form.
    
  Note that `ring` works primarily in *commutative* rings. If you have a noncommutative ring, abelian group or module, consider using `noncomm_ring`, `abel` or `module` instead.
Main.lean:30:92: error: unsolved goals
n : Type u_1
inst✝¹ : Fintype n
inst✝ : DecidableEq n
H : Matrix n n ℂ
E : ℝ
x : n → ℂ
k : n
r : ℂ
h : MatchingDefect H E x k r
a b : ℝ
shift : ∀ (s : ℝ), H *ᵥ x - ↑s • x = Pi.single k r + ↑(E - s) • x
s1 : ∀ (w : n → ℂ), star (Pi.single k r) ⬝ᵥ w = star r * w k
⊢ r.re * E * (x k).re * 2 - r.re * a * (x k).re - r.re * (x k).re * b + r.re ^ 2 - E * a * sqNorm x +
                E * (x k).im * r.im -
              E * b * sqNorm x +
            E ^ 2 * sqNorm x +
          a * b * sqNorm x -
        (x k).im * r.im * b -
      ((starRingEnd ℂ) r + ↑(E - a) * (starRingEnd ℂ) (x k)).im * r.im =
    r.re * E * (x k).re * 2 - r.re * a * (x k).re - r.re * (x k).re * b + r.re ^ 2 - E * a * sqNorm x +
                  E * (x k).im * r.im * 2 -
                E * b * sqNorm x +
              E ^ 2 * sqNorm x -
            a * (x k).im * r.im +
          a * b * sqNorm x -
        (x k).im * r.im * b +
      r.im ^ 2
Main.lean:46:45: warning: This simp argument is unused:
  Complex.mul_im

Hint: Omit it from the simp argument list.
  [apply] simp only [Complex.add_re, Complex.mul_re, Complex.conj_re, Complex.conj_im, Complex.ofReal_re,
    Complex.ofReal_im, Complex.sq_norm, Complex.normSq_apply]

Note: This linter can be disabled with `set_option linter.unusedSimpArgs false`
```

After these edits no error is left:

```diff
@@ -44,5 +44,6 @@
     Pi.add_apply, Pi.smul_apply, smul_eq_mul, Pi.star_apply, Complex.star_def,
     Complex.conj_ofReal]
-  simp only [Complex.add_re, Complex.mul_re, Complex.mul_im, Complex.conj_re, Complex.conj_im,
+  simp only [Complex.add_re, Complex.add_im, Complex.mul_re, Complex.mul_im,
+    Complex.conj_re, Complex.conj_im,
     Complex.ofReal_re, Complex.ofReal_im, Complex.sq_norm, Complex.normSq_apply]
   ring
```

Diagnosis. The error says that `ring` left the goal unsolved. In what remains, the left side still contains the imaginary part of a sum, `((starRingEnd ℂ) r + ↑(E - a) * (starRingEnd ℂ) (x k)).im`. The last `simp only` has `Complex.add_re` for the real part of a sum but lacks `Complex.add_im` for the imaginary part, so this term stays whole, and `ring` can't relate it to `r.im` and `(x k).im` on the right.

The warning that `Complex.mul_im` is unused has the same cause: the product whose imaginary part is needed is shut inside that sum. Following the hint and deleting the lemma would not help, as it is needed once the sum is split.

The repair adds `Complex.add_im`. The sum then splits, `Complex.mul_im` applies to the product, and the lemmas already listed for conjugates and real numbers reduce the term to −`r.im` − (E − a)`(x k).im`. Both sides are now polynomials in the same real quantities, and `ring` closes the goal. The new line breaks in the list are mere tidying.
